# The truncated partial-wave expansion of r12, with its exact boundary term

The Legendre polynomials P_l are modelled here as real functions of a real variable x, fixed by P_0 = 1, P_1 = x and Bonnet's recursion, and not as orthogonal polynomials or as solutions of a differential equation. This is enough to show that r12² times the Laplace expansion of 1/r12, cut off at any angular momentum L, equals the expansion of the interelectronic distance r12 cut off at the same L, plus a boundary term in closed form.

In Lean 4 with Mathlib:

```lean
import Mathlib

open Filter Topology

namespace PartialWaveR12

noncomputable section

/-- Legendre polynomials as real functions, defined by `P_0 = 1`, `P_1 = x` and
Bonnet's recursion. -/
def legendre : ℕ → ℝ → ℝ
  | 0, _ => 1
  | 1, x => x
  | (n + 2), x =>
    ((2 * (n : ℝ) + 3) * x * legendre (n + 1) x - ((n : ℝ) + 1) * legendre n x) / ((n : ℝ) + 2)

/-- The Laplace expansion in partial waves `h^l P_l(x)`, truncated after `l = L`. -/
def laplaceSum (h x : ℝ) (L : ℕ) : ℝ :=
  ∑ l ∈ Finset.range (L + 1), h ^ l * legendre l x

/-- The radial coefficient of `P_l` in the partial-wave expansion of the
interelectronic distance, in units of the larger radius. -/
def r12Coeff (h : ℝ) (l : ℕ) : ℝ :=
  h ^ (l + 2) / (2 * (l : ℝ) + 3) - h ^ l / (2 * (l : ℝ) - 1)

/-- The partial-wave expansion of the interelectronic distance, truncated after `l = L`. -/
def r12Sum (h x : ℝ) (L : ℕ) : ℝ :=
  ∑ l ∈ Finset.range (L + 1), r12Coeff h l * legendre l x

/-- The boundary term at truncation `L`, a combination of `P_L` and `P_(L+1)`. -/
def boundary (h x : ℝ) (L : ℕ) : ℝ :=
  2 * ((L : ℝ) + 1) * (h ^ (L + 2) * legendre L x / (2 * (L : ℝ) + 3)
    - h ^ (L + 1) * legendre (L + 1) x / (2 * (L : ℝ) + 1))

/-- One partial wave times `1 + h^2 - 2hx` is the corresponding term of the distance
expansion plus the change of the boundary term. -/
theorem partial_wave_step (h x : ℝ) (L : ℕ) :
    (1 + h ^ 2 - 2 * h * x) * (h ^ (L + 1) * legendre (L + 1) x)
      = r12Coeff h (L + 1) * legendre (L + 1) x + boundary h x (L + 1) - boundary h x L := by
  -- Bonnet's recursion removes the highest polynomial
  have e : legendre (L + 1 + 1) x = ((2 * (L : ℝ) + 3) * x * legendre (L + 1) x
      - ((L : ℝ) + 1) * legendre L x) / ((L : ℝ) + 2) := rfl
  have d1 : 2 * ((L + 1 : ℕ) : ℝ) - 1 = 2 * (L : ℝ) + 1 := by push_cast; ring
  have d2 : 2 * ((L + 1 : ℕ) : ℝ) + 3 = 2 * (L : ℝ) + 5 := by push_cast; ring
  have d3 : 2 * ((L + 1 : ℕ) : ℝ) + 1 = 2 * (L : ℝ) + 3 := by push_cast; ring
  have d4 : ((L + 1 : ℕ) : ℝ) + 1 = (L : ℝ) + 2 := by push_cast; ring
  have n1 : 2 * (L : ℝ) + 1 ≠ 0 := by positivity
  have n2 : 2 * (L : ℝ) + 5 ≠ 0 := by positivity
  have n3 : 2 * (L : ℝ) + 3 ≠ 0 := by positivity
  have n4 : (L : ℝ) + 2 ≠ 0 := by positivity
  simp only [r12Coeff, boundary, e, d1, d2, d3, d4]
  field_simp
  ring

/-- The truncated Laplace expansion times `1 + h^2 - 2hx` equals the truncated expansion
of the interelectronic distance plus the boundary term. -/
theorem truncated_r12_expansion (h x : ℝ) (L : ℕ) :
    (1 + h ^ 2 - 2 * h * x) * laplaceSum h x L = r12Sum h x L + boundary h x L := by
  unfold laplaceSum r12Sum
  induction L with
  | zero =>
    simp [r12Coeff, boundary, legendre]
    ring
  | succ L ih =>
    rw [Finset.sum_range_succ _ (L + 1), Finset.sum_range_succ _ (L + 1), mul_add, ih,
      partial_wave_step]
    ring

/-- For electrons at positions `a` and `b ≠ 0`, the squared distance times the truncated Laplace
expansion in `‖a‖/‖b‖` and the cosine of the enclosed angle is `‖b‖^2` times the sum of the
truncated distance expansion and the boundary term. -/
theorem truncated_r12_expansion_positions (a b : EuclideanSpace ℝ (Fin 3)) (hb : b ≠ 0)
    (L : ℕ) :
    ‖a - b‖ ^ 2 * laplaceSum (‖a‖ / ‖b‖) (Real.cos (InnerProductGeometry.angle a b)) L
      = ‖b‖ ^ 2 * (r12Sum (‖a‖ / ‖b‖) (Real.cos (InnerProductGeometry.angle a b)) L
        + boundary (‖a‖ / ‖b‖) (Real.cos (InnerProductGeometry.angle a b)) L) := by
  have hb' : ‖b‖ ≠ 0 := norm_ne_zero_iff.mpr hb
  obtain ⟨q, hq⟩ : ∃ q, q = ‖a‖ / ‖b‖ := ⟨_, rfl⟩
  have ha : ‖a‖ = q * ‖b‖ := by rw [hq, div_mul_cancel₀ _ hb']
  -- law of cosines
  have key : ‖a - b‖ ^ 2 = ‖b‖ ^ 2 *
      (1 + q ^ 2 - 2 * q * Real.cos (InnerProductGeometry.angle a b)) := by
    rw [norm_sub_sq_real, ← InnerProductGeometry.cos_angle_mul_norm_mul_norm, ha]
    ring
  rw [← hq, key, mul_assoc, truncated_r12_expansion]

/-- If the terms `h^l P_l(x)` of the Laplace expansion tend to zero, so does the
boundary term. -/
theorem boundary_tendsto_zero (h x : ℝ)
    (ht : Tendsto (fun l : ℕ => h ^ l * legendre l x) atTop (𝓝 0)) :
    Tendsto (boundary h x) atTop (𝓝 0) := by
  have ht1 := ht.comp (tendsto_add_atTop_nat 1)
  have hlim : Tendsto (fun L : ℕ => 1 * |h ^ 2 * (h ^ L * legendre L x)|
      + 2 * |h ^ (L + 1) * legendre (L + 1) x|) atTop (𝓝 0) := by
    have h0 := ((ht.const_mul (h ^ 2)).abs.const_mul 1).add (ht1.abs.const_mul 2)
    simp only [mul_zero, abs_zero, add_zero] at h0
    exact h0
  refine squeeze_zero_norm (fun L => ?_) hlim
  have hL : (0 : ℝ) ≤ L := Nat.cast_nonneg L
  -- the rational prefactors are bounded by 1 and 2
  have ha : |2 * ((L : ℝ) + 1) / (2 * (L : ℝ) + 3)| ≤ 1 := by
    rw [abs_of_nonneg (by positivity), div_le_iff₀ (by positivity)]
    linarith
  have hb : |2 * ((L : ℝ) + 1) / (2 * (L : ℝ) + 1)| ≤ 2 := by
    rw [abs_of_nonneg (by positivity), div_le_iff₀ (by positivity)]
    linarith
  have e : boundary h x L
      = 2 * ((L : ℝ) + 1) / (2 * (L : ℝ) + 3) * (h ^ 2 * (h ^ L * legendre L x))
        - 2 * ((L : ℝ) + 1) / (2 * (L : ℝ) + 1) * (h ^ (L + 1) * legendre (L + 1) x) := by
    unfold boundary
    ring
  rw [e]
  refine (norm_sub_le _ _).trans ?_
  rw [Real.norm_eq_abs, Real.norm_eq_abs, abs_mul, abs_mul (2 * ((L : ℝ) + 1) / (2 * (L : ℝ) + 1))]
  exact add_le_add (mul_le_mul_of_nonneg_right ha (abs_nonneg _))
    (mul_le_mul_of_nonneg_right hb (abs_nonneg _))

/-- If `r^2 = 1 + h^2 - 2hx` and the Laplace expansion converges to the inverse of `r`,
then the partial-wave expansion of the distance converges to `r`. -/
theorem r12_expansion_limit (h x r S : ℝ) (hr : r ^ 2 = 1 + h ^ 2 - 2 * h * x)
    (hrS : r * S = 1) (hS : Tendsto (laplaceSum h x) atTop (𝓝 S)) :
    Tendsto (r12Sum h x) atTop (𝓝 r) := by
  -- the terms of a convergent series vanish
  have ht : Tendsto (fun l : ℕ => h ^ l * legendre l x) atTop (𝓝 0) := by
    rw [← tendsto_add_atTop_iff_nat 1]
    have hd := (hS.comp (tendsto_add_atTop_nat 1)).sub hS
    rw [sub_self] at hd
    refine hd.congr (fun L => ?_)
    simp only [Function.comp_apply, laplaceSum]
    rw [Finset.sum_range_succ _ (L + 1)]
    ring
  have hmain := (hS.const_mul (r ^ 2)).sub (boundary_tendsto_zero h x ht)
  have hlim : r ^ 2 * S - 0 = r := by linear_combination r * hrS
  rw [hlim] at hmain
  refine hmain.congr (fun L => ?_)
  rw [hr, truncated_r12_expansion]
  ring

/-- Every Legendre polynomial equals one at `x = 1`. -/
theorem legendre_at_one (l : ℕ) : legendre l 1 = 1 := by
  have both : legendre l 1 = 1 ∧ legendre (l + 1) 1 = 1 := by
    induction l with
    | zero => exact ⟨rfl, rfl⟩
    | succ n ih =>
      refine ⟨ih.2, ?_⟩
      have e : legendre (n + 1 + 1) 1 = ((2 * (n : ℝ) + 3) * 1 * legendre (n + 1) 1
          - ((n : ℝ) + 1) * legendre n 1) / ((n : ℝ) + 2) := rfl
      have hn : (n : ℝ) + 2 ≠ 0 := by positivity
      rw [e, ih.1, ih.2, div_eq_iff hn]
      ring
  exact both.1

/-- For `x = 1` and `|h| < 1`, the values `r = 1 - h` and `S = (1 - h)⁻¹` satisfy the
hypotheses of `r12_expansion_limit`. -/
theorem r12_expansion_limit_witness (h : ℝ) (hh : |h| < 1) :
    (1 - h) ^ 2 = 1 + h ^ 2 - 2 * h * 1 ∧ (1 - h) * (1 - h)⁻¹ = 1 ∧
      Tendsto (laplaceSum h 1) atTop (𝓝 (1 - h)⁻¹) := by
  have h1 : 1 - h ≠ 0 := (sub_pos.mpr (abs_lt.mp hh).2).ne'
  refine ⟨by ring, mul_inv_cancel₀ h1, ?_⟩
  -- the Laplace expansion is a geometric series
  have hg := (hasSum_geometric_of_abs_lt_one hh).tendsto_sum_nat.comp (tendsto_add_atTop_nat 1)
  refine hg.congr (fun L => ?_)
  simp only [Function.comp_apply, laplaceSum, legendre_at_one, mul_one]

/-- For `x = 1` and `|h| < 1`, the partial-wave expansion of the distance converges
to `1 - h`. -/
theorem r12_expansion_collinear (h : ℝ) (hh : |h| < 1) :
    Tendsto (r12Sum h 1) atTop (𝓝 (1 - h)) := by
  obtain ⟨hr, hrS, hS⟩ := r12_expansion_limit_witness h hh
  exact r12_expansion_limit h 1 (1 - h) (1 - h)⁻¹ hr hrS hS

end

end PartialWaveR12
```

```lean
#print axioms PartialWaveR12.partial_wave_step
-- 'PartialWaveR12.partial_wave_step' depends on axioms: [propext, Classical.choice, Quot.sound]
#print axioms PartialWaveR12.truncated_r12_expansion_positions
-- 'PartialWaveR12.truncated_r12_expansion_positions' depends on axioms: [propext, Classical.choice, Quot.sound]
#print axioms PartialWaveR12.r12_expansion_collinear
-- 'PartialWaveR12.r12_expansion_collinear' depends on axioms: [propext, Classical.choice, Quot.sound]
```

## An identity at every truncation

For two electrons at distances r_< ≤ r_> from the nucleus, with r_> > 0, let h = r_</r_> and let x be the cosine of the angle between their position vectors. In units of r_>, the squared distance is 1 + h² − 2hx. Write

c_l = h^(l+2)/(2l+3) − h^l/(2l−1)

B_L = 2(L+1) [ h^(L+2) P_L/(2L+3) − h^(L+1) P_(L+1)/(2L+1) ]

These are `r12Coeff h l` and `boundary h x L`. The sums `laplaceSum h x L` and `r12Sum h x L` run over l = 0, …, L, with terms h^l P_l and c_l P_l. The theorem `truncated_r12_expansion` states

(1 + h² − 2hx) Σ_(l≤L) h^l P_l = Σ_(l≤L) c_l P_l + B_L

for all real h and x and every natural number L. Neither |h| < 1 nor |x| ≤ 1 is needed, because both sides are finite sums.

`truncated_r12_expansion_positions` puts this into three-dimensional space, with position vectors a and b, h = ‖a‖/‖b‖ and b ≠ 0. It does not require a to be the shorter vector, although the physical expansion uses that ordering.

Partial-wave expansions of this kind underlie the analysis of how correlated calculations converge with the angular momentum of the basis. The identity concerns only the function r12 at a fixed geometry, so it gives no convergence rate for an energy.

## One partial wave at a time

For L = 0, c_0 = h²/3 + 1 and B_0 = 2(h²/3 − hx), so c_0 P_0 + B_0 = 1 + h² − 2hx, as required.

To go from L to L+1, multiply the new partial wave by the prefactor. Bonnet's recursion gives

(2L+3) x P_(L+1) = (L+2) P_(L+2) + (L+1) P_L

and therefore

(1 + h² − 2hx) h^(L+1) P_(L+1) = (h^(L+1) + h^(L+3)) P_(L+1) − 2h^(L+2) [ (L+2) P_(L+2) + (L+1) P_L ]/(2L+3)

The terms in P_(L+2) and P_L are exactly those of B_(L+1) − B_L. The same difference also contains P_(L+1), with coefficient

2(L+2) h^(L+3)/(2L+5) + 2(L+1) h^(L+1)/(2L+1)

Adding c_(L+1) = h^(L+3)/(2L+5) − h^(L+1)/(2L+1) gives h^(L+3) + h^(L+1), which is what remains on the left. Hence

(1 + h² − 2hx) h^(L+1) P_(L+1) = c_(L+1) P_(L+1) + B_(L+1) − B_L

This is `partial_wave_step`. In its proof, `e` is the recursion, true by definition; `field_simp` clears the denominators and `ring` compares coefficients. The main theorem follows by induction: `Finset.sum_range_succ` splits off the last term of each sum, and the boundary terms telescope.

For position vectors, the law of cosines gives

‖a − b‖² = ‖b‖² (1 + h² − 2hx)

which is the step `key`; multiplying the identity by ‖b‖² finishes that proof.

## From finite sums to the distance

`r12_expansion_limit` assumes that the Laplace sums converge to a number S, and that r² = 1 + h² − 2hx and rS = 1. For r_< < r_>, the convergence to 1/r is the familiar multipole expansion of the Coulomb repulsion, taken here as a hypothesis and not derived. At equal radii it can fail: for h = 1 and x = −1 the Laplace sums alternate between 1 and 0. The condition rS = 1 excludes coalescence, r = 0. For the physical distance, r is the positive root.

The terms h^L P_L are differences of consecutive partial sums, so they tend to zero. Now write

B_L = [2(L+1)/(2L+3)] h² (h^L P_L) − [2(L+1)/(2L+1)] h^(L+1) P_(L+1)

The bracketed factors are at most 1 and 2, so B_L tends to zero as well. This is `boundary_tendsto_zero`, where `squeeze_zero_norm` passes from this bound to the limit. Solving the finite identity for the r12 sum and taking the limit gives

Σ_(l≤L) c_l P_l → r² S = r (rS) = r

The collinear case x = 1 with |h| < 1 satisfies all these hypotheses. If P_n(1) = P_(n+1)(1) = 1, the recursion gives P_(n+2)(1) = [(2n+3) − (n+1)]/(n+2) = 1, so `legendre_at_one` proceeds by induction on pairs of neighbours. The Laplace series is then geometric with sum 1/(1 − h), and `r12_expansion_collinear` concludes that the r12 sums converge to 1 − h. For 0 ≤ h < 1 this is the distance between two electrons on the same ray from the nucleus, in units of the larger radius.

## Half the radius, two partial waves

Take h = 1/2, x = 1 and L = 1. The prefactor is 1 + 1/4 − 1 = 1/4 and the Laplace sum is 1 + 1/2 = 3/2, so the left side is 3/8. On the right,

c_0 + c_1 = 13/12 − 19/40 = 73/120

B_1 = 4 (1/40 − 1/12) = −28/120

and the total is 45/120 = 3/8. The truncated r12 expansion alone gives 73/120 ≈ 0.608, against the exact distance 1/2. The correction needed to reach 1/2 is −13/120 and not B_1, because the boundary term leads to the squared distance times the truncated Laplace sum, here 3/8, and not to the distance itself.

## Starting from Rodrigues' formula

The P_l could also be introduced as formal polynomials through Rodrigues' formula and then evaluated at x. Bonnet's recursion would then be a lemma to prove before `partial_wave_step`, while the identity and the rest of the argument would stay the same. That definition lends itself better to proving orthogonality, which helps to identify the terms c_l P_l as the projections of r12 onto single partial waves but plays no part here.
